# First-order response of a bond's force constant to a dispersion correction: direct curvature and bond-length shift

Take a bond with displacement u = x − x0 and energy ½ku² + ⅙gu³, where k > 0 is its force constant and g its cubic anharmonicity. Add a correction s·f·u with constant slope f and strength s. The correction has no curvature, yet it changes the force constant whenever f and g are both nonzero and s is small but not zero. The stationary point near u = 0 satisfies

k u + ½ g u² + s f = 0, so u = −s f/k + O(s²),

and the curvature there is

k + g u = k − s g f/k + O(s²).

For s > 0, an attractive correction (f > 0) shortens the bond, and if g < 0 the shorter bond is stiffer. A correction with curvature of its own adds a direct term. Now let the uncorrected energy E(x) have a minimum at x0 with E''(x0) > 0, and let D(x) be the dispersion energy. For smooth E and D, the force constant at the relaxed bond length has the following derivative at s = 0:

D''(x0) − E'''(x0) D'(x0) / E''(x0).

When a structure is reoptimised with a DFT-D correction before its vibrations are computed, both terms enter the shift of the force constant; here they are separated for a single bond coordinate and to first order in s.

```lean
import Mathlib

open Filter Topology

namespace DispersionForceConstant

noncomputable section
```

## Energy, relaxation and force constant

The total energy is E(x) + s D(x). The value s = 0 means no correction, and s = 1 the full correction. E is a fixed function of x, as when the correction is added after the electronic calculation and does not alter the density.

```lean
/-- Energy of a bond of length `x`: the uncorrected energy `E` plus the dispersion
correction `D` scaled by `s`. -/
def totalEnergy (E D : ℝ → ℝ) (s x : ℝ) : ℝ := E x + s * D x
```

A relaxed path assigns a bond length x(s) to each strength, with x(0) = x0 and

E'(x(s)) + s D'(x(s)) = 0 for all s near 0.

In the Lean definition below, `deriv` is the derivative of the total energy with respect to bond length, which is minus the force, and `∀ᶠ s in 𝓝 (0 : ℝ)` means "for all s in some neighbourhood of 0". At s = 0 the condition makes x0 a stationary point of E. The existence of the path and its differentiability at 0 are assumed, not derived.

```lean
/-- The bond length `x s` starts at `x0`, is differentiable at `s = 0`, and makes the force
of the total energy vanish for every `s` near zero. -/
def IsRelaxedPath (E D x : ℝ → ℝ) (x0 : ℝ) : Prop :=
  x 0 = x0 ∧ DifferentiableAt ℝ x 0 ∧
    ∀ᶠ s in 𝓝 (0 : ℝ), deriv (totalEnergy E D s) (x s) = 0
```

The force constant is the second derivative of the total energy in x at fixed s, evaluated afterwards at x = x(s).

```lean
/-- The force constant of the total energy at the relaxed bond length `x s`. -/
def relaxedForceConstant (E D x : ℝ → ℝ) (s : ℝ) : ℝ :=
  deriv (deriv (totalEnergy E D s)) (x s)
```

## Two facts from calculus

Differentiation costs one order of smoothness. `ContDiffAt ℝ n f y` says that f is n times continuously differentiable at y, so nothing is required of E or D far from x0, and an r⁻⁶ term with its singularity at r = 0 is admitted.

```lean
/-- The derivative of a function that is `n` times continuously differentiable at a point is
`m` times continuously differentiable there, if `m + 1 ≤ n`. -/
theorem contDiffAt_deriv {f : ℝ → ℝ} {y : ℝ} {n m : WithTop ℕ∞}
    (h : ContDiffAt ℝ n f y) (hmn : m + 1 ≤ n) : ContDiffAt ℝ m (deriv f) y := by
  have h1 := (h.fderiv_right hmn).clm_apply (contDiffAt_const (c := (1 : ℝ)))
  exact h1
```

Let g now be a function of s, not the anharmonicity above. For the product s g(s), the difference quotient at 0 is

(s g(s) − 0)/(s − 0) = g(s) → g(0).

Continuity of g at 0 is enough. This is why D needs only two continuous derivatives, although D'' is followed along a moving bond length.

```lean
/-- If `g` is continuous at zero, then `s * g s` has derivative `g 0` at `s = 0`. -/
theorem hasDerivAt_scaled {g : ℝ → ℝ} (hg : ContinuousAt g 0) :
    HasDerivAt (fun s => s * g s) (g 0) 0 := by
  rw [hasDerivAt_iff_tendsto_slope]
  refine (hg.tendsto.mono_left nhdsWithin_le_nhds).congr' ?_
  filter_upwards [self_mem_nhdsWithin] with s hs
  have hs' : s ≠ 0 := hs
  rw [slope_def_field, zero_mul, sub_zero, sub_zero, mul_div_cancel_left₀ _ hs']
```

## Slope and curvature of the total energy

For y near x0 and every s,

d/dy: E'(y) + s D'(y),
d²/dy²: E''(y) + s D''(y).

One neighbourhood of x0 serves all s, which matters because s and y = x(s) later vary together. To differentiate a second time, the first formula must hold around y and not only at y; `h1.eventually_nhds` provides this.

```lean
/-- Near a point where `E` and `D` are twice continuously differentiable, the first and second
derivatives of the total energy are `E' + s D'` and `E'' + s D''`. -/
theorem totalEnergy_derivs {E D : ℝ → ℝ} {x0 : ℝ}
    (hE : ContDiffAt ℝ 2 E x0) (hD : ContDiffAt ℝ 2 D x0) :
    ∀ᶠ y in 𝓝 x0, ∀ s, deriv (totalEnergy E D s) y = deriv E y + s * deriv D y ∧
      deriv (deriv (totalEnergy E D s)) y = deriv (deriv E) y + s * deriv (deriv D) y := by
  have h1 : ∀ᶠ y in 𝓝 x0, ∀ s,
      deriv (totalEnergy E D s) y = deriv E y + s * deriv D y := by
    filter_upwards [hE.eventually (by simp), hD.eventually (by simp)] with y a b s
    exact ((a.differentiableAt (by norm_num)).hasDerivAt.fun_add
      ((b.differentiableAt (by norm_num)).hasDerivAt.const_mul s)).deriv
  filter_upwards [h1, h1.eventually_nhds, hE.eventually (by simp),
    hD.eventually (by simp)] with y hy hn a b s
  have e : deriv (totalEnergy E D s) =ᶠ[𝓝 y] fun z => deriv E z + s * deriv D z :=
    hn.mono fun z hz => hz s
  have a' := contDiffAt_deriv (m := 1) a (by norm_num)
  have b' := contDiffAt_deriv (m := 1) b (by norm_num)
  refine ⟨hy s, ?_⟩
  rw [e.deriv_eq]
  exact ((a'.differentiableAt (by norm_num)).hasDerivAt.fun_add
    ((b'.differentiableAt (by norm_num)).hasDerivAt.const_mul s)).deriv
```

## How the bond length responds

Differentiate the relaxation condition at s = 0. The chain rule handles E'(x(s)), and the product fact handles s D'(x(s)):

E''(x0) x'(0) + D'(x0) = 0, so x'(0) = −D'(x0)/E''(x0).

The hypothesis `hk` says that E''(x0) ≠ 0: the uncorrected bond has a harmonic restoring or destabilising curvature. At a stable minimum of this kind it is positive, but the sign is not used. In the proof, `h1` and `h2` are the two derivatives, `h0` says that the total slope vanishes along the path, and uniqueness of derivatives gives the equation that is solved for x'(0).

```lean
/-- For `E` and `D` twice continuously differentiable at `x0` and `E''(x0) ≠ 0`, the relaxed
bond length changes at the rate `-D'(x0) / E''(x0)` when dispersion is switched on. -/
theorem bond_length_response {E D x : ℝ → ℝ} {x0 : ℝ}
    (hE : ContDiffAt ℝ 2 E x0) (hD : ContDiffAt ℝ 2 D x0)
    (hk : deriv (deriv E) x0 ≠ 0) (hx : IsRelaxedPath E D x x0) :
    HasDerivAt x (-deriv D x0 / deriv (deriv E) x0) 0 := by
  obtain ⟨rfl, hd, hr⟩ := hx
  have hE' := (contDiffAt_deriv (m := 1) hE (by norm_num)).differentiableAt (by norm_num)
  have hD' := (contDiffAt_deriv (m := 1) hD (by norm_num)).continuousAt
  have h1 : HasDerivAt (fun s => deriv E (x s)) (deriv (deriv E) (x 0) * deriv x 0) 0 :=
    HasDerivAt.comp (0 : ℝ) hE'.hasDerivAt hd.hasDerivAt
  have hc : ContinuousAt (fun s => deriv D (x s)) 0 := hD'.comp hd.continuousAt
  have h2 := hasDerivAt_scaled hc
  -- the total force is zero along the path, so its derivative is zero too
  have h0 : (fun s => deriv E (x s) + s * deriv D (x s)) =ᶠ[𝓝 0] fun _ => (0 : ℝ) := by
    filter_upwards [hr, hd.continuousAt.tendsto.eventually (totalEnergy_derivs hE hD)]
      with s a b
    rw [← (b s).1]
    exact a
  have e := (h1.fun_add h2).unique
    ((hasDerivAt_const (0 : ℝ) (0 : ℝ)).congr_of_eventuallyEq h0)
  refine hd.hasDerivAt.congr_deriv ?_
  rw [eq_div_iff hk]
  linear_combination e
```

## How the force constant responds

Along the path the force constant is E''(x(s)) + s D''(x(s)). Its derivative at 0 is

E'''(x0) x'(0) + D''(x0) = D''(x0) − E'''(x0) D'(x0)/E''(x0).

The first term on the left comes from the change in bond length, the second from the curvature of the dispersion energy. They are the derivatives computed in `h1` and `h2`, and `h0` says that the force constant equals E''(x(s)) + s D''(x(s)) for s near 0. `HasDerivAt` states that the derivative exists and has this value.

```lean
/-- Let `E` be three times and `D` twice continuously differentiable at `x0`, with
`E''(x0) ≠ 0`. The relaxed force constant responds to dispersion through the direct curvature
`D''(x0)` and the bond-length term `-E'''(x0) D'(x0) / E''(x0)`. -/
theorem relaxedForceConstant_response {E D x : ℝ → ℝ} {x0 : ℝ}
    (hE : ContDiffAt ℝ 3 E x0) (hD : ContDiffAt ℝ 2 D x0)
    (hk : deriv (deriv E) x0 ≠ 0) (hx : IsRelaxedPath E D x x0) :
    HasDerivAt (relaxedForceConstant E D x)
      (deriv (deriv D) x0 - deriv (deriv (deriv E)) x0 * deriv D x0 / deriv (deriv E) x0)
      0 := by
  have hE2 : ContDiffAt ℝ 2 E x0 := hE.of_le (by norm_num)
  have hb := bond_length_response hE2 hD hk hx
  obtain ⟨rfl, hd, -⟩ := hx
  have hE'' := (contDiffAt_deriv (m := 1) (contDiffAt_deriv (m := 2) hE (by norm_num))
    (by norm_num)).differentiableAt (by norm_num)
  have hD'' := (contDiffAt_deriv (m := 0) (contDiffAt_deriv (m := 1) hD (by norm_num))
    (by norm_num)).continuousAt
  -- curvature of `E` followed along the relaxed path
  have h1 : HasDerivAt (fun s => deriv (deriv E) (x s)) _ 0 :=
    HasDerivAt.comp (0 : ℝ) hE''.hasDerivAt hb
  -- direct curvature of the dispersion term
  have hc : ContinuousAt (fun s => deriv (deriv D) (x s)) 0 := hD''.comp hd.continuousAt
  have h2 := hasDerivAt_scaled hc
  have h0 : relaxedForceConstant E D x =ᶠ[𝓝 0]
      fun s => deriv (deriv E) (x s) + s * deriv (deriv D) (x s) := by
    filter_upwards [hd.continuousAt.tendsto.eventually (totalEnergy_derivs hE2 hD)] with s b
    exact (b s).2
  exact ((h1.fun_add h2).congr_of_eventuallyEq h0).congr_deriv (by ring)
```

## A damped pair term

Becke-Johnson damping replaces −C/r⁶ by −C/(r⁶ + R⁶). C is the strength of the pair attraction, and R is the distance below which it levels off; R = 0 is the undamped case. Both are constants here, so coefficients that vary with geometry and the r⁻⁸ term are left out.

```lean
/-- Pair dispersion energy `-C / (r^6 + R^6)` with Becke-Johnson damping radius `R`, for `r`
and `R` not both zero. -/
def bjDispersion (C R r : ℝ) : ℝ := -C / (r ^ 6 + R ^ 6)
```

With q = r⁶ + R⁶, the quotient rule gives

D' = 6C r⁵/q²,
D'' = 6C (5r⁴ q − 12r¹⁰)/q³ = 6C r⁴ (5R⁶ − 7r⁶)/q³.

The proof establishes the first formula at every nonzero distance, then differentiates it at r.

```lean
/-- Slope and curvature of the damped pair dispersion energy at a distance `r ≠ 0`. -/
theorem bjDispersion_derivs (C R : ℝ) {r : ℝ} (hr : r ≠ 0) :
    deriv (bjDispersion C R) r = 6 * C * r ^ 5 / (r ^ 6 + R ^ 6) ^ 2 ∧
    deriv (deriv (bjDispersion C R)) r =
      6 * C * r ^ 4 * (5 * R ^ 6 - 7 * r ^ 6) / (r ^ 6 + R ^ 6) ^ 3 := by
  have hq : ∀ y : ℝ, HasDerivAt (fun y => y ^ 6 + R ^ 6) (6 * y ^ 5) y := fun y => by
    simpa using (hasDerivAt_pow 6 y).add_const (R ^ 6)
  have h1 : ∀ y : ℝ, y ≠ 0 →
      deriv (bjDispersion C R) y = 6 * C * y ^ 5 / (y ^ 6 + R ^ 6) ^ 2 := fun y hy => by
    have hne : y ^ 6 + R ^ 6 ≠ 0 := by positivity
    exact (((hasDerivAt_const y (-C)).fun_div (hq y) hne).congr_deriv (by ring)).deriv
  refine ⟨h1 r hr, ?_⟩
  have e : deriv (bjDispersion C R) =ᶠ[𝓝 r]
      fun y => 6 * C * y ^ 5 / (y ^ 6 + R ^ 6) ^ 2 := by
    filter_upwards [isOpen_ne.mem_nhds hr] with y hy
    exact h1 y hy
  have hne : r ^ 6 + R ^ 6 ≠ 0 := by positivity
  have h5 : HasDerivAt (fun y : ℝ => y ^ 5) (5 * r ^ 4) r := by
    simpa using hasDerivAt_pow 5 r
  have hs : HasDerivAt (fun y => (y ^ 6 + R ^ 6) ^ 2)
      (2 * (r ^ 6 + R ^ 6) * (6 * r ^ 5)) r := by
    simpa using (hq r).fun_pow 2
  rw [e.deriv_eq, ((h5.const_mul (6 * C)).fun_div hs (pow_ne_zero 2 hne)).deriv]
  field_simp
  ring
```

## A Morse bond

The Morse energy has well depth W and range parameter a, which sets how narrow the well is.

```lean
/-- The Morse energy of a bond with well depth `W`, range parameter `a` and equilibrium
length `x0`. -/
def morse (W a x0 x : ℝ) : ℝ := W * (1 - Real.exp (-a * (x - x0))) ^ 2
```

Here u is no longer the displacement. Put u = exp(−a(x − x0)), so that u' = −a u and E = W − 2W u + W u². Then

E'' = −2W a² u + 4W a² u²,
E''' = 2W a³ u − 8W a³ u².

At x0, where u = 1, these are 2W a² and −6W a³. The lemma `hq` differentiates any quadratic polynomial in u and is applied three times.

```lean
/-- At its equilibrium length the Morse energy has second derivative `2 W a^2` and third
derivative `-6 W a^3`. -/
theorem morse_derivs (W a x0 : ℝ) :
    deriv (deriv (morse W a x0)) x0 = 2 * W * a ^ 2 ∧
    deriv (deriv (deriv (morse W a x0))) x0 = -6 * W * a ^ 3 := by
  obtain ⟨u, hu⟩ : ∃ u : ℝ → ℝ, u = fun y => Real.exp (-a * (y - x0)) := ⟨_, rfl⟩
  have hu0 : u x0 = 1 := by simp [hu]
  have hd : ∀ y, HasDerivAt u (-a * u y) y := fun y => by
    have h : HasDerivAt (fun y => -a * (y - x0)) (-a) y :=
      (((hasDerivAt_id' y).sub_const x0).const_mul (-a)).congr_deriv (mul_one _)
    rw [hu]
    exact h.exp.congr_deriv (mul_comm _ _)
  -- quadratic polynomials in the exponential are closed under differentiation
  have hq : ∀ A B C : ℝ, deriv (fun y => A + B * u y + C * (u y * u y)) =
      fun y => 0 + (-a * B) * u y + (-2 * a * C) * (u y * u y) := fun A B C => by
    funext y
    exact (((((hd y).const_mul B).const_add A).fun_add
      (((hd y).fun_mul (hd y)).const_mul C)).congr_deriv (by ring)).deriv
  have h0 : morse W a x0 = fun y => W + (-2 * W) * u y + W * (u y * u y) := by
    funext y
    simp only [morse, hu]
    ring
  rw [h0, hq W (-2 * W) W, hq 0 _ _, hq 0 _ _]
  constructor <;> simp only [hu0] <;> ring
```

## When dispersion stiffens the bond

Now E'''(x0)/E''(x0) = −3a, and the response becomes D''(x0) + 3a D'(x0). With q taken at r = x0, this is

(6C x0⁴/q³) · [3a x0 (x0⁶ + R⁶) − (7x0⁶ − 5R⁶)].

For positive W, a, x0 and C the prefactor is positive, so the bracket decides the sign. Contraction always contributes to stiffening here, while the direct term softens the bond only if 7x0⁶ > 5R⁶. Without damping, the bond stiffens to first order exactly when 3a x0 > 7. The well depth drops out. In the code, `key` is the factorised response.

```lean
/-- For a Morse bond with `W, a, x0 > 0` and damped pair dispersion with `C > 0`, switching on
dispersion raises the relaxed force constant to first order exactly when
`7 x0^6 - 5 R^6 < 3 a x0 (x0^6 + R^6)`. -/
theorem morse_stiffens_iff {W a x0 C R : ℝ} {x : ℝ → ℝ} (hW : 0 < W) (ha : 0 < a)
    (h0 : 0 < x0) (hC : 0 < C)
    (hx : IsRelaxedPath (morse W a x0) (bjDispersion C R) x x0) :
    0 < deriv (relaxedForceConstant (morse W a x0) (bjDispersion C R) x) 0 ↔
      7 * x0 ^ 6 - 5 * R ^ 6 < 3 * a * x0 * (x0 ^ 6 + R ^ 6) := by
  have hq : 0 < x0 ^ 6 + R ^ 6 := by positivity
  have hM : ContDiff ℝ 3 (fun y => W * (1 - Real.exp (-a * (y - x0))) ^ 2) := by fun_prop
  have hB : ContDiffAt ℝ 2 (fun y => -C / (y ^ 6 + R ^ 6)) x0 :=
    ContDiffAt.div contDiffAt_const (by fun_prop) hq.ne'
  obtain ⟨m2, m3⟩ := morse_derivs W a x0
  obtain ⟨d1, d2⟩ := bjDispersion_derivs C R h0.ne'
  have hk : deriv (deriv (morse W a x0)) x0 ≠ 0 := by
    rw [m2]
    positivity
  have h := (relaxedForceConstant_response hM.contDiffAt hB hk hx).deriv
  -- collect the two contributions over a common positive prefactor
  have key : deriv (relaxedForceConstant (morse W a x0) (bjDispersion C R) x) 0 =
      6 * C * x0 ^ 4 / (x0 ^ 6 + R ^ 6) ^ 3 *
        (3 * a * x0 * (x0 ^ 6 + R ^ 6) - (7 * x0 ^ 6 - 5 * R ^ 6)) := by
    refine h.trans ?_
    change deriv (deriv (bjDispersion C R)) x0 - deriv (deriv (deriv (morse W a x0))) x0 *
      deriv (bjDispersion C R) x0 / deriv (deriv (morse W a x0)) x0 = _
    rw [m2, m3, d1, d2]
    field_simp
    ring
  have hp : 0 < 6 * C * x0 ^ 4 / (x0 ^ 6 + R ^ 6) ^ 3 := by positivity
  rw [key, mul_pos_iff_of_pos_left hp, sub_pos]

end

end DispersionForceConstant
```

```lean
#print axioms DispersionForceConstant.relaxedForceConstant_response
-- 'DispersionForceConstant.relaxedForceConstant_response' depends on axioms: [propext, Classical.choice, Quot.sound]
#print axioms DispersionForceConstant.morse_stiffens_iff
-- 'DispersionForceConstant.morse_stiffens_iff' depends on axioms: [propext, Classical.choice, Quot.sound]
```
